# Stoll's opposite-spin part as the integral of a mixed spin derivative, for C² energy densities that vanish at zero density

At each point of the integration grid, a functional of the B97 type uses three values of a local correlation energy density: for both spin densities, for the spin-up density alone, and for the spin-down density alone. It subtracts the last two values from the first and treats the remainder as the correlation between electrons of opposite spin. For a twice continuously differentiable energy density that vanishes at zero density, this remainder is the integral of one second derivative, taken over all pairs of spin densities between zero and the local values.

## The remainder and the derivative behind it

Let $a$ and $b$ be the spin-up and spin-down densities at a point, often written $\rho_\uparrow$ and $\rho_\downarrow$. Let $F(a,b)$ be the correlation energy per unit volume. The letter $F$ has nothing to do here with the universal functional of density-functional theory. Stoll's opposite-spin part is

$$
E_{\uparrow\downarrow}(a,b) = F(a,b) - F(a,0) - F(0,b).
$$

Write $v = \partial F/\partial a$ for the spin-up potential and $K = \partial v/\partial b$ for its response to the spin-down density. If $F$ is C² on the plane and $F(0,0)=0$, then for all $a,b\ge 0$

$$
E_{\uparrow\downarrow}(a,b) = \iint_{[0,a]\times[0,b]} K(s,t)\,ds\,dt .
$$

The condition $F(0,0)=0$ says that a region without electrons has no correlation energy. The C² condition says that the potentials and their responses to density changes vary continuously. The parametrisations of the uniform electron gas that B97-type functionals use for $F$ fail this condition at zero density, as the last section explains.

Two consequences follow under the same conditions:

- If $m\le K\le M$ on the rectangle, then $m\,ab\le E_{\uparrow\downarrow}(a,b)\le M\,ab$. With $M=0$, a kernel that is nowhere positive on the rectangle gives an opposite-spin part that is not positive.
- $E_{\uparrow\downarrow}$ vanishes at all non-negative densities exactly when $K$ does.

The second statement concerns all densities together. For the purely mathematical example $F(a,b)=ab(a-1)$, which is not a realistic correlation energy, the opposite-spin part is zero at $a=1$ for every $b$, while $K=2a-1$ equals 1 there.

## Three values per grid point

Let grid point $i$ have weight $w_i$ and spin densities $a_i,b_i$, and let $g_i$ be the opposite-spin enhancement factor computed from the reduced density gradients. The opposite-spin energy is accumulated as

$$
\sum_i w_i\, g_i\,\bigl[F(a_i,b_i)-F(a_i,0)-F(0,b_i)\bigr].
$$

The two single-spin values are also used in the same-spin terms, where they carry enhancement factors of their own. In a closed-shell calculation $a_i=b_i$, and for an $F$ that is symmetric in the two spins the bracket becomes $F(a_i,a_i)-2F(a_i,0)$.

The potential has the same structure. The derivative of the bracket with respect to the spin-up density is $v(a_i,b_i)-v(a_i,0)$, a difference of potentials at two of the three pairs of spin densities. In the potential of the opposite-spin energy this difference is multiplied by $g_i$, and further terms come from the dependence of $g_i$ on the densities and their gradients.

In linear-response calculations with a local, adiabatic spin-density functional, $K$ is the correlation kernel that couples the two spins. For a C² model of this local kind, the ground-state remainder and the response coupling are thus related by integration over the densities.

## From the kernel to the four corners

**Continuity.** The potential $v$ is the total derivative of $F$ applied to the direction $(1,0)$. Since $F$ is C², its total derivative is C¹, and so is $v$. In the same way $K$ is the total derivative of $v$ applied to $(0,1)$, so $K$ is continuous. A continuous function is integrable on a closed, bounded rectangle, and Fubini's theorem allows the double integral to be done one variable at a time.

**Spin-down density first.** At fixed $s$, the fundamental theorem of calculus gives

$$
\int_0^b K(s,t)\,dt = v(s,b)-v(s,0).
$$

**Spin-up density second.** The right-hand side is the $s$-derivative of $F(s,b)-F(s,0)$. Therefore

$$
\int_0^a \bigl[v(s,b)-v(s,0)\bigr]ds = F(a,b)-F(a,0)-F(0,b)+F(0,0).
$$

The last corner is zero by assumption, which leaves $E_{\uparrow\downarrow}(a,b)$. If $a$ or $b$ is zero, the rectangle has no area and both sides vanish.

**Bounds.** The rectangle has area $ab$. Integrating $m\le K\le M$ over it gives $m\,ab\le E_{\uparrow\downarrow}(a,b)\le M\,ab$.

**Vanishing.** If $K$ is zero at all non-negative densities, its integral is zero over every rectangle. Conversely, suppose that $E_{\uparrow\downarrow}$ is zero at all non-negative densities. Then

$$
F(s,t)=F(s,0)+F(0,t)\qquad (s,t\ge 0).
$$

Differentiating at $s>0$ gives $v(s,t)=v(s,0)$ for every $t>0$, so the spin-up potential does not depend on the spin-down density there. Differentiating again, at $t>0$, gives $K(s,t)=0$. Both steps use positive densities because an ordinary derivative needs values on both sides of the point. Continuity of $K$ extends the result to densities where $s$ or $t$ is zero.

## The identity in Lean

The pair of spin densities is a point of `ℝ × ℝ`, spin-up first. `upPotential F` is $v$, `spinKernel F` is $K$, and `oppositeSpin F a b` is $E_{\uparrow\downarrow}(a,b)$. The hypothesis `ContDiff ℝ 2 F` states that $F$ is C² on the whole plane, and `h0` states that it vanishes at zero density. The set `Icc 0 a ×ˢ Icc 0 b` is the closed rectangle.

```lean
import Mathlib

open MeasureTheory Set Filter Topology

namespace StollPartition

noncomputable section

/-- The spin-up potential: the partial derivative of an energy density `F` with respect to
the spin-up density, at the pair of spin densities `p`. -/
def upPotential (F : ℝ × ℝ → ℝ) (p : ℝ × ℝ) : ℝ :=
  deriv (fun s => F (s, p.2)) p.1

/-- The opposite-spin kernel `F_ab`: the partial derivative of the spin-up potential with
respect to the spin-down density. -/
def spinKernel (F : ℝ × ℝ → ℝ) (p : ℝ × ℝ) : ℝ :=
  deriv (fun t => upPotential F (p.1, t)) p.2

/-- Stoll's opposite-spin part: the energy density at spin densities `a` and `b`, less its
values for each spin density alone. -/
def oppositeSpin (F : ℝ × ℝ → ℝ) (a b : ℝ) : ℝ :=
  F (a, b) - F (a, 0) - F (0, b)

/-- The spin-up potential of a C² energy density is a C¹ function of the two spin densities. -/
theorem contDiff_upPotential {F : ℝ × ℝ → ℝ} (hF : ContDiff ℝ 2 F) :
    ContDiff ℝ 1 (upPotential F) := by
  have hd : Differentiable ℝ F := hF.differentiable (by norm_num)
  -- the partial derivative is the total derivative in the direction (1, 0)
  have h : upPotential F = fun p => fderiv ℝ F p (1, 0) := by
    funext p
    have h1 : HasDerivAt (fun s : ℝ => (s, p.2)) ((1 : ℝ), (0 : ℝ)) p.1 :=
      (hasDerivAt_id' p.1).prodMk (hasDerivAt_const p.1 p.2)
    have h2 : HasFDerivAt F (fderiv ℝ F p) ((fun s : ℝ => (s, p.2)) p.1) :=
      (hd p).hasFDerivAt
    exact (h2.comp_hasDerivAt p.1 h1).deriv
  rw [h]
  exact (hF.fderiv_right (m := 1) one_add_one_eq_two.le).clm_apply contDiff_const

/-- The opposite-spin kernel of a C² energy density is continuous in the two spin densities. -/
theorem continuous_spinKernel {F : ℝ × ℝ → ℝ} (hF : ContDiff ℝ 2 F) :
    Continuous (spinKernel F) := by
  have hP := contDiff_upPotential hF
  have hd : Differentiable ℝ (upPotential F) := hP.differentiable (by norm_num)
  -- the partial derivative is the total derivative in the direction (0, 1)
  have h : spinKernel F = fun p => fderiv ℝ (upPotential F) p (0, 1) := by
    funext p
    have h1 : HasDerivAt (fun t : ℝ => (p.1, t)) ((0 : ℝ), (1 : ℝ)) p.2 :=
      (hasDerivAt_const p.2 p.1).prodMk (hasDerivAt_id' p.2)
    have h2 : HasFDerivAt (upPotential F) (fderiv ℝ (upPotential F) p)
        ((fun t : ℝ => (p.1, t)) p.2) := (hd p).hasFDerivAt
    exact (h2.comp_hasDerivAt p.2 h1).deriv
  rw [h]
  exact (hP.fderiv_right (m := 0) (by simp)).continuous.clm_apply continuous_const

/-- For a C² energy density that vanishes at zero density, the opposite-spin part at
non-negative spin densities `a`, `b` is the integral of the opposite-spin kernel over the
rectangle `[0,a] × [0,b]`. -/
theorem oppositeSpin_eq_integral {F : ℝ × ℝ → ℝ} (hF : ContDiff ℝ 2 F) (h0 : F (0, 0) = 0)
    {a b : ℝ} (ha : 0 ≤ a) (hb : 0 ≤ b) :
    oppositeSpin F a b = ∫ p in Icc 0 a ×ˢ Icc 0 b, spinKernel F p := by
  have hP := contDiff_upPotential hF
  have hK := continuous_spinKernel hF
  have hdF : Differentiable ℝ F := hF.differentiable (by norm_num)
  have hdP : Differentiable ℝ (upPotential F) := hP.differentiable (by norm_num)
  have hint : IntegrableOn (spinKernel F) (Icc 0 a ×ˢ Icc 0 b) volume :=
    hK.continuousOn.integrableOn_compact (isCompact_Icc.prod isCompact_Icc)
  -- integrating over the spin-down density gives a difference of spin-up potentials
  have inner (x : ℝ) : ∫ y in Icc 0 b, spinKernel F (x, y)
      = upPotential F (x, b) - upPotential F (x, 0) := by
    rw [integral_Icc_eq_integral_Ioc, ← intervalIntegral.integral_of_le hb]
    refine intervalIntegral.integral_eq_sub_of_hasDerivAt
      (f := fun y => upPotential F (x, y)) (fun y _ => ?_) ?_
    · have h : DifferentiableAt ℝ (fun t => upPotential F (x, t)) y :=
        hdP.comp (by fun_prop : Differentiable ℝ fun t : ℝ => (x, t)) y
      exact h.hasDerivAt
    · exact (hK.comp (by fun_prop : Continuous fun t : ℝ => (x, t))).intervalIntegrable _ _
  have up (x y : ℝ) : HasDerivAt (fun s => F (s, y)) (upPotential F (x, y)) x := by
    have h : DifferentiableAt ℝ (fun s => F (s, y)) x :=
      hdF.comp (by fun_prop : Differentiable ℝ fun s : ℝ => (s, y)) x
    exact h.hasDerivAt
  have cont (y : ℝ) : Continuous fun x => upPotential F (x, y) :=
    hP.continuous.comp (by fun_prop : Continuous fun s : ℝ => (s, y))
  -- integrating over the spin-up density gives the four corners of the rectangle
  have outer : ∫ x in (0 : ℝ)..a, (upPotential F (x, b) - upPotential F (x, 0))
      = (F (a, b) - F (a, 0)) - (F (0, b) - F (0, 0)) :=
    intervalIntegral.integral_eq_sub_of_hasDerivAt
      (f := fun x => F (x, b) - F (x, 0))
      (fun x _ => (up x b).fun_sub (up x 0))
      (((cont b).sub (cont 0)).intervalIntegrable _ _)
  rw [Measure.volume_eq_prod] at hint ⊢
  rw [setIntegral_prod _ hint]
  simp_rw [inner]
  rw [integral_Icc_eq_integral_Ioc, ← intervalIntegral.integral_of_le ha, outer, h0]
  unfold oppositeSpin
  ring

/-- For a C² energy density that vanishes at zero density, bounds `m ≤ F_ab ≤ M` on the
rectangle `[0,a] × [0,b]` with `a, b ≥ 0` confine the opposite-spin part to the range from
`m a b` to `M a b`. -/
theorem oppositeSpin_bounds {F : ℝ × ℝ → ℝ} (hF : ContDiff ℝ 2 F) (h0 : F (0, 0) = 0)
    {a b m M : ℝ} (ha : 0 ≤ a) (hb : 0 ≤ b)
    (hm : ∀ p ∈ Icc 0 a ×ˢ Icc 0 b, m ≤ spinKernel F p)
    (hM : ∀ p ∈ Icc 0 a ×ˢ Icc 0 b, spinKernel F p ≤ M) :
    m * (a * b) ≤ oppositeSpin F a b ∧ oppositeSpin F a b ≤ M * (a * b) := by
  have hR : IsCompact (Icc 0 a ×ˢ Icc 0 b) := isCompact_Icc.prod isCompact_Icc
  have hRm : MeasurableSet (Icc 0 a ×ˢ Icc 0 b) := measurableSet_Icc.prod measurableSet_Icc
  have hint : IntegrableOn (spinKernel F) (Icc 0 a ×ˢ Icc 0 b) volume :=
    (continuous_spinKernel hF).continuousOn.integrableOn_compact hR
  have hconst (c : ℝ) : IntegrableOn (fun _ : ℝ × ℝ => c) (Icc 0 a ×ˢ Icc 0 b) volume :=
    continuousOn_const.integrableOn_compact hR
  -- the rectangle has area a b
  have hv : (volume : Measure (ℝ × ℝ)).real (Icc 0 a ×ˢ Icc 0 b) = a * b := by
    rw [Measure.real, Measure.volume_eq_prod, Measure.prod_prod, Real.volume_Icc,
      Real.volume_Icc, ENNReal.toReal_mul, sub_zero, sub_zero,
      ENNReal.toReal_ofReal ha, ENNReal.toReal_ofReal hb]
  have hc (c : ℝ) : ∫ _p in Icc 0 a ×ˢ Icc 0 b, c ∂(volume : Measure (ℝ × ℝ))
      = c * (a * b) := by
    rw [setIntegral_const, hv, smul_eq_mul, mul_comm]
  rw [oppositeSpin_eq_integral hF h0 ha hb, ← hc m, ← hc M]
  exact ⟨setIntegral_mono_on (hconst m) hint hRm hm,
    setIntegral_mono_on hint (hconst M) hRm hM⟩

/-- For a C² energy density that vanishes at zero density, the opposite-spin part is zero at
all non-negative spin densities if and only if the opposite-spin kernel is zero at all of them. -/
theorem oppositeSpin_eq_zero_iff {F : ℝ × ℝ → ℝ} (hF : ContDiff ℝ 2 F) (h0 : F (0, 0) = 0) :
    (∀ a b : ℝ, 0 ≤ a → 0 ≤ b → oppositeSpin F a b = 0) ↔
      ∀ a b : ℝ, 0 ≤ a → 0 ≤ b → spinKernel F (a, b) = 0 := by
  constructor
  · intro h
    -- at positive densities the spin-up potential does not depend on the spin-down density
    have hup (x y : ℝ) (hx : 0 < x) (hy : 0 < y) :
        upPotential F (x, y) = upPotential F (x, 0) := by
      have e : (fun s => F (s, y)) =ᶠ[𝓝 x] fun s => F (s, 0) + F (0, y) := by
        filter_upwards [Ioi_mem_nhds hx] with s hs
        have hs' := h s y (le_of_lt hs) hy.le
        unfold oppositeSpin at hs'
        linarith
      change deriv (fun s => F (s, y)) x = deriv (fun s => F (s, 0)) x
      rw [e.deriv_eq, deriv_add_const]
    have hpos : Ioi (0 : ℝ) ×ˢ Ioi (0 : ℝ) ⊆ {p | spinKernel F p = 0} := by
      rintro ⟨x, y⟩ ⟨hx, hy⟩
      have e : (fun t => upPotential F (x, t)) =ᶠ[𝓝 y] fun _ => upPotential F (x, 0) := by
        filter_upwards [Ioi_mem_nhds hy] with t ht
        exact hup x t hx ht
      change deriv (fun t => upPotential F (x, t)) y = 0
      rw [e.deriv_eq, deriv_const]
    -- continuity carries the result to the boundary of the quadrant
    have hcl := closure_minimal hpos (isClosed_eq (continuous_spinKernel hF) continuous_const)
    rw [closure_prod_eq, closure_Ioi] at hcl
    intro a b ha hb
    exact hcl (show (a, b) ∈ Ici (0 : ℝ) ×ˢ Ici (0 : ℝ) from ⟨ha, hb⟩)
  · intro h a b ha hb
    rw [oppositeSpin_eq_integral hF h0 ha hb]
    exact setIntegral_eq_zero_of_forall_eq_zero fun p hp => h p.1 p.2 hp.1.1 hp.2.1

end

end StollPartition
```

```lean
#print axioms StollPartition.oppositeSpin_eq_integral
#print axioms StollPartition.oppositeSpin_bounds
#print axioms StollPartition.oppositeSpin_eq_zero_iff
```

```
'StollPartition.oppositeSpin_eq_integral' depends on axioms: [propext, Classical.choice, Quot.sound]
'StollPartition.oppositeSpin_bounds' depends on axioms: [propext, Classical.choice, Quot.sound]
'StollPartition.oppositeSpin_eq_zero_iff' depends on axioms: [propext, Classical.choice, Quot.sound]
```

## What each theorem contributes

`contDiff_upPotential` and `continuous_spinKernel` supply the continuity step. Each applies the chain rule along a line parallel to one density axis, which identifies the partial derivative with `fderiv` in the direction `(1, 0)` or `(0, 1)`. The smoothness of the total derivative then passes to the partial derivative.

`oppositeSpin_eq_integral` is the main identity. Its right-hand side is a Lebesgue integral over a region of the plane, so the reduction to successive integrals has to be proved. The statement `hint` provides integrability, and `setIntegral_prod` is the Fubini step. The statements `inner` and `outer` are the two uses of the fundamental theorem of calculus, in the same order as above. Rewriting with `h0` removes the corner at zero density.

`oppositeSpin_bounds` assumes the two bounds on the kernel only on the rectangle in question. The statement `hv` computes the area, and `setIntegral_mono_on` compares the integral of the kernel with the integrals of the constants $m$ and $M$.

`oppositeSpin_eq_zero_iff` is the equivalence. In its forward direction, the separated form of $F$ holds in a neighbourhood of each positive density, which is enough to equate derivatives. `closure_minimal` then carries the zero of the kernel from the open quadrant to its closure. The reverse direction applies the integral identity.

## Smoothness at low density, and other limits

The hypothesis that separates the theorems from production functionals is smoothness. In common parametrisations of the uniform electron gas, the correlation energy per volume scales as the 4/3 power of the total density in the dilute limit at fixed spin polarisation. Its second derivatives then diverge at zero density, so such an $F$ is not C² on the plane. These parametrisations are also defined only for non-negative densities, whereas the theorems take a function on all of $\mathbb{R}^2$.

For an $F$ that is C² at positive densities, continuous up to the axes and zero at zero density, the same calculation can be done on $[\delta,a]\times[\delta,b]$ with $0<\delta<a$ and $\delta<b$. Letting $\delta$ go to zero gives the identity with the integral read as a limit. This extension is ordinary calculus added here, and the Lean theorems do not include it.

The energy density depends on the two spin densities alone. Gradients and kinetic-energy densities can enter through a prefactor such as $g_i$, which multiplies both sides of the identity at a given grid point. If they enter $F$ itself, the theorems do not in general describe Stoll's remainder. The single-spin terms set the gradient and kinetic-energy density of the absent spin to zero together with its density, whereas a function of $a$ and $b$ alone would hold those variables fixed.

The name "opposite-spin part" refers to the subtraction. The theorems relate that subtraction to a derivative of the same model $F$; they do not compare it with the opposite-spin correlation energy of an interacting wavefunction. They also concern real numbers, and so give no estimate of the rounding error when the three values are combined in floating-point arithmetic.
